# Real Cholesky factors that give equal sums of squares differ by an orthogonal matrix

The Cholesky operators here are v_g = ∑_p L_pg E_p, and the lemma treats the case where the E_p are replaced by real numbers x_p. It states that if two real matrices L and M of the same finite size give the same ∑_g v_g² for every choice of the x_p, then M = LQ for some real orthogonal matrix Q. No triangular shape or rank condition is assumed of L or M. The proof reads the hypothesis as saying that Lᵀx and Mᵀx always have the same Euclidean length, and so obtains a linear isometry that carries the first to the second. It then takes the matrix R of this isometry, shows RᵀR = 1 entry by entry, and sets Q = Rᵀ.

An attempt in Lean 4 with a fault in it:

```lean
import Mathlib

open Matrix

namespace ExistsRotationOfRealSquares

variable {n m A : Type*} [Fintype n] [Fintype m] [Ring A] [Algebra ℝ A]

/-- The Cholesky operator `v_g = ∑ p, L_pg E_p` built from the `g`-th column of `L` and
elements `E_p` of a real algebra. -/
def choleskyOp (L : Matrix n m ℝ) (E : n → A) (g : m) : A := ∑ p, L p g • E p

/-- If two linear maps into a finite-dimensional real inner product space give every vector
the same length, then a linear isometry of that space carries the first map to the second. -/
theorem exists_isometry {X V : Type*} [AddCommGroup X] [Module ℝ X]
    [NormedAddCommGroup V] [InnerProductSpace ℝ V] [FiniteDimensional ℝ V]
    (S T : X →ₗ[ℝ] V) (h : ∀ x, ‖S x‖ = ‖T x‖) :
    ∃ U : V →ₗᵢ[ℝ] V, ∀ x, U (S x) = T x := by
  -- choose a linear preimage for every vector in the range of `S`
  obtain ⟨s, hs⟩ :=
    S.rangeRestrict.exists_rightInverse_of_surjective S.range_rangeRestrict
  have hs' : ∀ y : LinearMap.range S, S (s y) = y := fun y =>
    congrArg Subtype.val (LinearMap.congr_fun hs y)
  -- the isometry on the range, which is then extended to the whole space
  let W : LinearMap.range S →ₗᵢ[ℝ] V :=
    ⟨T ∘ₗ s, fun y => (h (s y)).symm.trans (congrArg norm (hs' y))⟩
  refine ⟨W.extend, fun x => ?_⟩
  let y : LinearMap.range S := ⟨S x, LinearMap.mem_range_self S x⟩
  have h0 : S (s y) = S x := hs' y
  have h1 : W.extend (S x) = T (s y) := W.extend_apply y
  have h2 : T (s y - x) = 0 := by
    rw [← norm_eq_zero, ← h, map_sub, h0, sub_self, norm_zero]
  rw [h1]
  exact sub_eq_zero.mp (by rw [← map_sub]; exact h2)

/-- If the sums of squares built from `L` and `M` agree whenever the `E_p` are real numbers,
then `M = L Q` for an orthogonal matrix `Q`. -/
theorem exists_rotation_of_real_squares [DecidableEq m] (L M : Matrix n m ℝ)
    (h : ∀ x : n → ℝ, ∑ g, choleskyOp L x g ^ 2 = ∑ g, choleskyOp M x g ^ 2) :
    ∃ Q : Matrix m m ℝ, Q * Qᵀ = 1 ∧ M = L * Q := by
  classical
  let e := (WithLp.linearEquiv 2 ℝ (m → ℝ)).symm
  -- the hypothesis says that `Lᵀ x` and `Mᵀ x` have the same Euclidean length
  obtain ⟨U, hU⟩ := exists_isometry (e.toLinearMap ∘ₗ Lᵀ.mulVecLin)
    (e.toLinearMap ∘ₗ Mᵀ.mulVecLin) (by
      intro x
      rw [EuclideanSpace.norm_eq, EuclideanSpace.norm_eq]
      congr 1
      simp only [Real.norm_eq_abs, sq_abs]
      exact h x)
  -- the matrix of the isometry
  obtain ⟨R, hR⟩ : ∃ R : Matrix m m ℝ, ∀ y, R *ᵥ y = (U (WithLp.toLp 2 y)).ofLp :=
    ⟨LinearMap.toMatrix' (e.symm.toLinearMap ∘ₗ U.toLinearMap ∘ₗ e.toLinearMap),
      fun y => by
        rw [← Matrix.toLin'_apply, Matrix.toLin'_toMatrix']
        rfl⟩
  have hdot : ∀ y z, (R *ᵥ y) ⬝ᵥ (R *ᵥ z) = y ⬝ᵥ z := by
    intro y z
    have key := U.inner_map_map (WithLp.toLp 2 y) (WithLp.toLp 2 z)
    rw [EuclideanSpace.inner_eq_star_dotProduct,
      EuclideanSpace.inner_eq_star_dotProduct] at key
    rw [hR, hR, dotProduct_comm, dotProduct_comm y]
    simpa only [star_trivial] using key
  have horth : Rᵀ * R = 1 := by
    ext i j
    have hcol : ∀ k l, (R *ᵥ Pi.single l 1) k = R k l := by
      intro k l
      simp
    have hone : (Pi.single i 1 : m → ℝ) ⬝ᵥ Pi.single j 1 = (1 : Matrix m m ℝ) i j := by
      simp [Matrix.one_apply, Pi.single_apply]
    rw [← hone, ← hdot, Matrix.mul_apply]
    simp only [dotProduct, hcol, Matrix.transpose_apply]
  have hM : Mᵀ = R * Lᵀ := by
    apply Matrix.toLin'.injective
    refine LinearMap.ext fun x => ?_
    rw [Matrix.toLin'_apply, Matrix.toLin'_apply, ← Matrix.mulVec_mulVec, hR]
    exact (congrArg WithLp.ofLp (hU x)).symm
  refine ⟨Rᵀ, by rw [Matrix.transpose_transpose]; exact horth, ?_⟩
  have hT := congrArg Matrix.transpose hM
  rwa [Matrix.transpose_transpose, Matrix.transpose_mul, Matrix.transpose_transpose] at hT

end ExistsRotationOfRealSquares
```

Compiling this gives:

```
Main.lean:69:85: error: unsolved goals
n : Type u_1
m : Type u_2
inst✝² : Fintype n
inst✝¹ : Fintype m
inst✝ : DecidableEq m
L M : Matrix n m ℝ
h : ∀ (x : n → ℝ), ∑ g, choleskyOp L x g ^ 2 = ∑ g, choleskyOp M x g ^ 2
e : (m → ℝ) ≃ₗ[ℝ] WithLp 2 (m → ℝ) := (WithLp.linearEquiv 2 ℝ (m → ℝ)).symm
U : WithLp 2 (m → ℝ) →ₗᵢ[ℝ] WithLp 2 (m → ℝ)
hU : ∀ (x : n → ℝ), U ((↑e ∘ₗ Lᵀ.mulVecLin) x) = (↑e ∘ₗ Mᵀ.mulVecLin) x
R : Matrix m m ℝ
hR : ∀ (y : m → ℝ), R *ᵥ y = (U (WithLp.toLp 2 y)).ofLp
hdot : ∀ (y z : m → ℝ), R *ᵥ y ⬝ᵥ R *ᵥ z = y ⬝ᵥ z
i j : m
hcol : ∀ (k l : m), (R *ᵥ Pi.single l 1) k = R k l
⊢ (if j = i then 1 else 0) = if i = j then 1 else 0
```

The one error is in `hone`, which says that the dot product of the `i`-th and `j`-th standard basis vectors is the `(i, j)` entry of the identity matrix. `simp` turned both sides into `if` expressions, but the left one tests `j = i` and the right one `i = j`. The conditions are equivalent but not written the same way, and `simp` did not close the goal.

The left side has this form because the dot product was reduced to the first vector's entry at `j`, and `Pi.single_apply` writes that entry with the test `j = i`. `Matrix.one_apply` writes the identity's entry with `i = j`.

The repair uses `simp only` with `single_dotProduct`, which reduces the dot product the other way, to `1` times the second vector's entry at `i`. `Pi.single_apply` then gives the test `i = j`, and `one_mul` removes the factor `1`. Both sides are now the same expression, so the goal closes. The restriction to `only` matters, since it keeps out the other simp lemmas that led to the reversed test.

Fix (accepted with no message):

```diff
@@ -68,5 +68,5 @@
       simp
     have hone : (Pi.single i 1 : m → ℝ) ⬝ᵥ Pi.single j 1 = (1 : Matrix m m ℝ) i j := by
-      simp [Matrix.one_apply, Pi.single_apply]
+      simp only [Matrix.one_apply, single_dotProduct, Pi.single_apply, one_mul]
     rw [← hone, ← hdot, Matrix.mul_apply]
     simp only [dotProduct, hcol, Matrix.transpose_apply]
```
